# Exchange-symmetric and antisymmetric amplitudes of two electrons and a third particle span mn(n±1)/2 dimensions

The theorem `finrank_sector` concerns complex amplitudes ψ(c₁, c₂, v), where the two electron labels run over a finite set `C` of n states and the third label over a finite set `W` of m states. For a complex `s` with s² = 1, that is s = ±1, it states that the subspace with ψ(c₂, c₁, v) = s ψ(c₁, c₂, v) has dimension m n (n + s)/2, written as an equation in ℂ. This is a count of states in a finite basis: no normalisation or explicit spin enters, and although the namespace `TrionHamiltonian` points to a three-particle trion model, no Hamiltonian appears in the statement. The attempt shows that (1 + sP)/2, with P the exchange matrix `permMat swapE`, projects onto the sector, so the dimension equals its trace. The trace of P, which is n m because only configurations with c₁ = c₂ contribute, is to be computed in `htr` by two successive `simp only` calls.

This version doesn't compile in Lean 4 with Mathlib:

```lean
import Mathlib

open Matrix Module

namespace TrionHamiltonian

noncomputable section

variable {C W : Type*} [Fintype C] [DecidableEq C] [Fintype W] [DecidableEq W]

/-- Permutation matrix of a map `σ` of basis labels. -/
def permMat {X : Type*} [DecidableEq X] (σ : X → X) : Matrix X X ℂ :=
  of fun x y => if σ x = y then 1 else 0

/-- Exchange of the two electron labels of a configuration `(c₁, c₂, v)`. -/
def swapE (x : C × C × W) : C × C × W := (x.2.1, x.1, x.2.2)

/-- Amplitudes that pick up the factor `s` when the two electrons are exchanged. -/
def sector (C W : Type*) (s : ℂ) : Submodule ℂ (C × C × W → ℂ) where
  carrier := {ψ | ∀ a b v, ψ (b, a, v) = s * ψ (a, b, v)}
  add_mem' := by
    intro φ ψ hφ hψ a b v
    simp only [Pi.add_apply]
    rw [hφ a b v, hψ a b v]; ring
  zero_mem' := by intro a b v; simp
  smul_mem' := by
    intro c ψ hψ a b v
    simp only [Pi.smul_apply, smul_eq_mul]
    rw [hψ a b v]; ring

/-- The permutation matrix relabels the argument of an amplitude. -/
theorem permMat_mulVec {X : Type*} [Fintype X] [DecidableEq X] (σ : X → X) (ψ : X → ℂ)
    (x : X) : (permMat σ *ᵥ ψ) x = ψ (σ x) := by
  simp [permMat, mulVec, dotProduct]

/-- For `s² = 1` the sector of exchange parity `s` has dimension `m n (n + s) / 2`. -/
theorem finrank_sector (s : ℂ) (hs : s * s = 1) : (finrank ℂ (sector C W s) : ℂ)
    = Fintype.card W * Fintype.card C * (Fintype.card C + s) / 2 := by
  obtain ⟨f, hf⟩ : ∃ f : (C × C × W → ℂ) →ₗ[ℂ] (C × C × W → ℂ),
      f = (1 / 2 : ℂ) • (LinearMap.id + s • toLin' (permMat swapE)) := ⟨_, rfl⟩
  have hfa : ∀ ψ x, f ψ x = 1 / 2 * (ψ x + s * ψ (swapE x)) := by
    intro ψ x
    simp only [hf, LinearMap.smul_apply, LinearMap.add_apply, LinearMap.id_apply, toLin'_apply,
      Pi.smul_apply, Pi.add_apply, smul_eq_mul, permMat_mulVec]
  -- (1 + sP)/2 projects on the sector
  have hp : LinearMap.IsProj (sector C W s) f := by
    refine ⟨fun ψ => ?_, fun ψ hψ => ?_⟩
    · show ∀ a b v, f ψ (b, a, v) = s * f ψ (a, b, v)
      intro a b v
      simp only [hfa, swapE]
      linear_combination (-(1 / 2) * ψ (b, a, v)) * hs
    · have h0 : ∀ a b v, ψ (b, a, v) = s * ψ (a, b, v) := hψ
      funext ⟨a, b, v⟩
      simp only [hfa, swapE]
      rw [h0 a b v]
      linear_combination (1 / 2 * ψ (a, b, v)) * hs
  -- the trace of P counts the configurations with c₁ = c₂
  have hfix : ∀ (a b : C) (v : W), swapE (a, b, v) = (a, b, v) ↔ a = b := fun a b v =>
    ⟨fun h => (congrArg Prod.fst h).symm, by rintro rfl; rfl⟩
  have htr : (permMat (swapE (C := C) (W := W))).trace = Fintype.card C * Fintype.card W := by
    simp only [trace, diag_apply, permMat, of_apply, Fintype.sum_prod_type, hfix]
    simp only [Finset.sum_const, Finset.card_univ, nsmul_eq_mul, mul_ite, mul_one, mul_zero,
      Finset.sum_ite_eq, Finset.mem_univ, if_true]
  have hid : finrank ℂ (C × C × W → ℂ)
      = Fintype.card C * (Fintype.card C * Fintype.card W) := by simp
  rw [← hp.trace, hf, map_smul, map_add, map_smul, LinearMap.trace_id,
    Matrix.trace_toLin'_eq, htr, hid]
  simp only [smul_eq_mul]
  push_cast
  ring

end

end TrionHamiltonian
```

Compiling this gives:

```
Main.lean:62:4: error: `simp` made no progress
```

What went wrong. The message refers to the second `simp only` in `htr`: none of its lemmas rewrote anything in the goal left by the first. That call was written for a triple sum of `if a = b then 1 else 0`, where `Finset.sum_const` would act on the sum over `v`. So the first call left a different form, which the message does not display.

The repair drops both calls and fixes each intermediate form explicitly. `hent` gives the diagonal entry at `(a, b, v)` as `if a = b then 1 else 0`, applying `if_congr` to `hfix` directly. `hrow` evaluates the sum over `C × W` for fixed `a`: `Fintype.sum_prod_type` splits it, `Finset.sum_eq_single a` keeps only `b = a`, whose entries are 1 and sum to `Fintype.card W`, the terms with `b ≠ a` vanish by `if_neg`, and `Finset.mem_univ` closes the remaining side goal. Then `show` states the trace as a sum of diagonal entries, `Fintype.sum_prod_type` separates the first label, and `hrow` makes the summand constant. The final `simp only` now has a constant sum over `C` to rewrite, giving `Fintype.card C * Fintype.card W`.

This version goes through:

```diff
@@ -59,7 +59,20 @@
     ⟨fun h => (congrArg Prod.fst h).symm, by rintro rfl; rfl⟩
   have htr : (permMat (swapE (C := C) (W := W))).trace = Fintype.card C * Fintype.card W := by
-    simp only [trace, diag_apply, permMat, of_apply, Fintype.sum_prod_type, hfix]
-    simp only [Finset.sum_const, Finset.card_univ, nsmul_eq_mul, mul_ite, mul_one, mul_zero,
-      Finset.sum_ite_eq, Finset.mem_univ, if_true]
+    have hent : ∀ (a b : C) (v : W),
+        permMat swapE (a, b, v) (a, b, v) = if a = b then 1 else 0 :=
+      fun a b v => if_congr (hfix a b v) rfl rfl
+    have hrow : ∀ a : C, ∑ y : C × W, permMat swapE (a, y) (a, y) = (Fintype.card W : ℂ) := by
+      intro a
+      rw [Fintype.sum_prod_type, Finset.sum_eq_single a]
+      · rw [Finset.sum_congr rfl fun v _ => (hent a a v).trans (if_pos rfl)]
+        simp
+      · intro b _ hb
+        exact Finset.sum_eq_zero fun v _ => (hent a b v).trans (if_neg hb.symm)
+      · intro h
+        exact absurd (Finset.mem_univ a) h
+    show ∑ x : C × C × W, permMat swapE x x = _
+    rw [Fintype.sum_prod_type, Finset.sum_congr rfl fun a _ => hrow a]
+    simp only [Finset.sum_const, Finset.card_univ,
+      nsmul_eq_mul]
   have hid : finrank ℂ (C × C × W → ℂ)
       = Fintype.card C * (Fintype.card C * Fintype.card W) := by simp
```
